# The minimal number of degenerate bath orbitals at a hybridisation pole is the rank of its positive semidefinite residue

Let n impurity orbitals, labelled a and b, couple to m non-interacting bath orbitals, labelled k, that all have the same real energy ε. The amplitude between impurity orbital a and bath orbital k is V_ak, so V is a complex n×m matrix, and Vᴴ is its conjugate transpose. The bath Hamiltonian is ε·1. At complex frequency z the hybridisation function is

Δ(z) = V (z·1 − ε·1)⁻¹ Vᴴ.

The target is a pole R/(z − ε), where the residue R is an n×n positive semidefinite matrix. Physically, for a normalised combination x of impurity orbitals, xᴴ R x is its total squared coupling to the bath orbitals at ε, which cannot be negative. For such an R,

V Vᴴ = R for some n×m matrix V ⇔ rank R ≤ m.

The smallest possible m is therefore rank R, which never exceeds n.

## Bath construction in an impurity solver

Exact-diagonalisation solvers for embedding problems need a finite bath, and each added orbital enlarges the many-body space. When the hybridisation is given as a sum of poles with matrix residues, the criterion fixes the number of degenerate, non-interacting orbitals needed to reproduce one pole exactly.

In a code, one way to carry out this step is a Hermitian eigendecomposition of R. Eigenvalues smaller in magnitude than a tolerance are dropped, and each remaining eigenvector, multiplied by the square root of its eigenvalue, becomes a column of V. Dropping small positive eigenvalues changes the residue by the largest dropped eigenvalue in spectral norm. A clearly negative eigenvalue means that no coupling matrix reproduces this residue, whatever the bath size.

## From the residue to the couplings and back

For z ≠ ε the bath resolvent is (z − ε)⁻¹·1, so

(z − ε) Δ(z) = V Vᴴ.

Matching the pole thus means V Vᴴ = R.

Suppose such a V exists. If V Vᴴ x = 0, then

0 = xᴴ V Vᴴ x = ‖Vᴴ x‖²,

so Vᴴ x = 0. The matrices V Vᴴ and Vᴴ have the same kernel, and

rank R = rank Vᴴ = rank V ≤ m.

The same quadratic form shows that V Vᴴ is always positive semidefinite.

Conversely, let rank R ≤ m. With orthonormal eigenvectors u_i, whose components are u_ai, and eigenvalues λ_i ≥ 0,

R_ab = Σ_i u_ai λ_i u_bi*.

The number of nonzero λ_i is rank R, so each of them can be given its own bath orbital e(i). Set

V_a,e(i) = u_ai √λ_i,

and leave the other bath orbitals uncoupled. Then

(V Vᴴ)_ab = Σ_{λ_i ≠ 0} u_ai √λ_i √λ_i u_bi* = R_ab.

For one impurity orbital, R is a number Γ ≥ 0. One bath orbital with V = √Γ suffices, and none is needed if Γ = 0. For two impurity orbitals, the residue with all four entries equal to 1 has rank one: a single bath orbital coupled with amplitude 1 to both reproduces it. The 2×2 identity needs two.

## The remaining freedom is one unitary rotation

Let V Vᴴ = W Wᴴ = R with m = rank R. Then G = VᴴV is m×m with rank m, hence invertible. Put K = G⁻¹ and U = K VᴴW. Since G and K are Hermitian,

U Uᴴ = K Vᴴ (W Wᴴ) V Kᴴ = K G G Kᴴ = 1.

To see that W = VU, let X = W − VU. First,

X Wᴴ = W Wᴴ − V K Vᴴ W Wᴴ = V Vᴴ − V K G Vᴴ = 0.

Because Xᴴ = Wᴴ (1 − V Kᴴ Vᴴ), also X Xᴴ = 0, and so X = 0. Finally, if W = VY, then K VᴴW = K G Y = Y, so Y = U.

Minimal couplings from two runs should therefore be compared through V Vᴴ, not entry by entry.

## The Lean file

```lean
import Mathlib

open Matrix
open scoped ComplexOrder

namespace MinimalMultiOrbitalBath

noncomputable section

/-- The hybridisation function at frequency `z` of `m` degenerate bath orbitals with energy `ε`,
coupled to `n` impurity orbitals by the matrix `V`. -/
def hybridisation {n m : ℕ} (ε : ℝ) (V : Matrix (Fin n) (Fin m) ℂ) (z : ℂ) :
    Matrix (Fin n) (Fin n) ℂ :=
  V * (z • (1 : Matrix (Fin m) (Fin m) ℂ) - (ε : ℂ) • 1)⁻¹ * Vᴴ

/-- Away from the bath energy, the hybridisation function multiplied by `z - ε` is `V Vᴴ`. -/
theorem residue_of_hybridisation {n m : ℕ} (ε : ℝ) (V : Matrix (Fin n) (Fin m) ℂ)
    {z : ℂ} (hz : z ≠ ε) : (z - ε) • hybridisation ε V z = V * Vᴴ := by
  have h : z - (ε : ℂ) ≠ 0 := sub_ne_zero.mpr hz
  have hinv : (z • (1 : Matrix (Fin m) (Fin m) ℂ) - (ε : ℂ) • 1)⁻¹
      = (z - (ε : ℂ))⁻¹ • 1 := by
    apply Matrix.inv_eq_right_inv
    rw [← sub_smul, Matrix.smul_mul, Matrix.one_mul, smul_smul, mul_inv_cancel₀ h, one_smul]
  rw [hybridisation, hinv, Matrix.mul_smul, Matrix.mul_one, Matrix.smul_mul, smul_smul,
    mul_inv_cancel₀ h, one_smul]

/-- The residue matrix produced by `m` bath orbitals has rank at most `m`. -/
theorem rank_residue_le {n m : ℕ} (V : Matrix (Fin n) (Fin m) ℂ) : (V * Vᴴ).rank ≤ m := by
  rw [Matrix.rank_self_mul_conjTranspose]
  exact Matrix.rank_le_width V

/-- A Hermitian residue matrix is the sum of its eigenvalues times the projections on its
eigenvectors, written in matrix elements. -/
theorem residue_spectral {n : ℕ} {R : Matrix (Fin n) (Fin n) ℂ} (h : R.IsHermitian)
    (a b : Fin n) :
    R a b = ∑ i, (h.eigenvectorUnitary : Matrix (Fin n) (Fin n) ℂ) a i * (h.eigenvalues i : ℂ)
      * star ((h.eigenvectorUnitary : Matrix (Fin n) (Fin n) ℂ) b i) := by
  have key : R = (h.eigenvectorUnitary : Matrix (Fin n) (Fin n) ℂ)
      * diagonal (RCLike.ofReal ∘ h.eigenvalues)
      * star (h.eigenvectorUnitary : Matrix (Fin n) (Fin n) ℂ) := by
    exact h.spectral_theorem
  refine (congrFun (congrFun key a) b).trans ?_
  rw [Matrix.mul_apply]
  refine Finset.sum_congr rfl fun i _ => ?_
  rw [Matrix.mul_diagonal]
  rfl

/-- A positive semidefinite residue matrix `R` can be written as `V Vᴴ` with `m` bath orbitals
if and only if its rank is at most `m`. -/
theorem exists_coupling_iff_rank_le {n : ℕ} {R : Matrix (Fin n) (Fin n) ℂ}
    (hR : R.PosSemidef) (m : ℕ) :
    (∃ V : Matrix (Fin n) (Fin m) ℂ, V * Vᴴ = R) ↔ R.rank ≤ m := by
  constructor
  · rintro ⟨V, rfl⟩
    exact rank_residue_le V
  · intro hm
    have h : R.IsHermitian := hR.isHermitian
    -- assign a bath orbital to every nonzero eigenvalue
    rw [h.rank_eq_card_non_zero_eigs] at hm
    obtain ⟨e⟩ := Function.Embedding.nonempty_of_card_le
      (α := {i // h.eigenvalues i ≠ 0}) (β := Fin m) (by rw [Fintype.card_fin]; convert hm)
    let U : Matrix (Fin n) (Fin n) ℂ := h.eigenvectorUnitary
    let W : Fin n → {i // h.eigenvalues i ≠ 0} → ℂ :=
      fun a s => U a s.1 * ((Real.sqrt (h.eigenvalues s.1) : ℝ) : ℂ)
    -- the bath orbitals left over are uncoupled
    refine ⟨Matrix.of fun a k => Function.extend e (W a) 0 k, ?_⟩
    ext a b
    rw [residue_spectral h a b, Matrix.mul_apply]
    have h1 : ∑ s : {i // h.eigenvalues i ≠ 0},
        U a s.1 * (h.eigenvalues s.1 : ℂ) * star (U b s.1)
        = ∑ i, U a i * (h.eigenvalues i : ℂ) * star (U b i) := by
      refine Fintype.sum_of_injective Subtype.val Subtype.val_injective _ _ ?_ (fun _ => rfl)
      intro i hi
      have h0 : h.eigenvalues i = 0 := by
        by_contra hne
        exact hi ⟨⟨i, hne⟩, rfl⟩
      rw [h0, Complex.ofReal_zero, mul_zero, zero_mul]
    refine Eq.trans (Eq.symm ?_) h1
    refine Fintype.sum_of_injective e e.injective _ _ ?_ ?_
    · intro k hk
      have h0 : Function.extend e (W a) 0 k = 0 := Function.extend_apply' _ _ _ hk
      rw [Matrix.of_apply, h0, zero_mul]
    · intro s
      rw [Matrix.conjTranspose_apply, Matrix.of_apply, Matrix.of_apply,
        e.injective.extend_apply, e.injective.extend_apply]
      have hs : ((Real.sqrt (h.eigenvalues s.1) : ℝ) : ℂ)
          * ((Real.sqrt (h.eigenvalues s.1) : ℝ) : ℂ) = (h.eigenvalues s.1 : ℂ) := by
        rw [← Complex.ofReal_mul, Real.mul_self_sqrt (hR.eigenvalues_nonneg s.1)]
      simp only [W, star_mul', Complex.star_def, Complex.conj_ofReal]
      linear_combination (-(U a s.1 * (starRingEnd ℂ) (U b s.1))) * hs

/-- The rank of a positive semidefinite residue matrix is the least number of bath orbitals
that reproduces it. -/
theorem rank_isLeast_bath_size {n : ℕ} {R : Matrix (Fin n) (Fin n) ℂ} (hR : R.PosSemidef) :
    IsLeast {m : ℕ | ∃ V : Matrix (Fin n) (Fin m) ℂ, V * Vᴴ = R} R.rank :=
  ⟨(exists_coupling_iff_rank_le hR _).mpr le_rfl,
    fun m hm => (exists_coupling_iff_rank_le hR m).mp hm⟩

/-- A hybridisation pole at `ε` with positive semidefinite residue `R` is reproduced by `m`
degenerate bath orbitals at that energy if and only if the rank of `R` is at most `m`. -/
theorem pole_representable_iff {n : ℕ} {R : Matrix (Fin n) (Fin n) ℂ} (hR : R.PosSemidef)
    (ε : ℝ) (m : ℕ) :
    (∃ V : Matrix (Fin n) (Fin m) ℂ, ∀ z : ℂ, z ≠ ε → (z - ε) • hybridisation ε V z = R)
      ↔ R.rank ≤ m := by
  rw [← exists_coupling_iff_rank_le hR m]
  constructor
  · rintro ⟨V, hV⟩
    have hz : (ε : ℂ) + 1 ≠ ε := by simp
    exact ⟨V, (residue_of_hybridisation ε V hz).symm.trans (hV _ hz)⟩
  · rintro ⟨V, hV⟩
    exact ⟨V, fun z hz => (residue_of_hybridisation ε V hz).trans hV⟩

/-- An arbitrary square matrix is the residue of some bath of `m` orbitals if and only if it is
positive semidefinite and has rank at most `m`. -/
theorem exists_coupling_iff {n : ℕ} (R : Matrix (Fin n) (Fin n) ℂ) (m : ℕ) :
    (∃ V : Matrix (Fin n) (Fin m) ℂ, V * Vᴴ = R) ↔ R.PosSemidef ∧ R.rank ≤ m := by
  constructor
  · rintro ⟨V, rfl⟩
    exact ⟨Matrix.posSemidef_self_mul_conjTranspose V, rank_residue_le V⟩
  · rintro ⟨hR, hm⟩
    exact (exists_coupling_iff_rank_le hR m).mpr hm

/-- Two couplings to baths of minimal size with the same residue matrix are related by exactly
one unitary rotation of the bath orbitals. -/
theorem minimal_bath_unique {n m : ℕ} {R : Matrix (Fin n) (Fin n) ℂ}
    {V W : Matrix (Fin n) (Fin m) ℂ} (hV : V * Vᴴ = R) (hW : W * Wᴴ = R) (hm : R.rank = m) :
    ∃! U : Matrix (Fin m) (Fin m) ℂ, U ∈ Matrix.unitaryGroup (Fin m) ℂ ∧ W = V * U := by
  have hWV : W * Wᴴ = V * Vᴴ := hW.trans hV.symm
  -- minimality makes the overlap matrix of the columns of V invertible
  have hr : (Vᴴ * V).rank = m := by
    rw [Matrix.rank_conjTranspose_mul_self, ← Matrix.rank_self_mul_conjTranspose V, hV, hm]
  have hG : IsUnit (Vᴴ * V) := by
    rw [← Matrix.mulVec_surjective_iff_isUnit]
    have ht : LinearMap.range (Vᴴ * V).mulVecLin = ⊤ :=
      Submodule.eq_top_of_finrank_eq (by rw [Module.finrank_fin_fun]; exact hr)
    exact LinearMap.range_eq_top.mp ht
  obtain ⟨K, hK⟩ : ∃ K : Matrix (Fin m) (Fin m) ℂ, K * (Vᴴ * V) = 1 :=
    ⟨_, Matrix.nonsing_inv_mul _ ((Matrix.isUnit_iff_isUnit_det _).mp hG)⟩
  have hK' : (Vᴴ * V) * Kᴴ = 1 := by
    have h := congrArg Matrix.conjTranspose hK
    simpa only [conjTranspose_mul, conjTranspose_conjTranspose, conjTranspose_one] using h
  refine ⟨K * (Vᴴ * W), ⟨?_, ?_⟩, ?_⟩
  · rw [Matrix.mem_unitaryGroup_iff, Matrix.star_eq_conjTranspose]
    calc K * (Vᴴ * W) * (K * (Vᴴ * W))ᴴ = K * (Vᴴ * (W * Wᴴ) * (V * Kᴴ)) := by
          simp only [conjTranspose_mul, conjTranspose_conjTranspose, Matrix.mul_assoc]
      _ = (K * (Vᴴ * V)) * ((Vᴴ * V) * Kᴴ) := by
          rw [hWV]; simp only [Matrix.mul_assoc]
      _ = 1 := by rw [hK, hK', Matrix.one_mul]
  · -- the part X of W outside the column space of V vanishes, since X Xᴴ = 0
    obtain ⟨X, hX⟩ : ∃ X, X = W - V * (K * (Vᴴ * W)) := ⟨_, rfl⟩
    have h1 : V * (K * (Vᴴ * W)) * Wᴴ = V * Vᴴ := by
      calc V * (K * (Vᴴ * W)) * Wᴴ = V * (K * (Vᴴ * (W * Wᴴ))) := by
            simp only [Matrix.mul_assoc]
        _ = V * ((K * (Vᴴ * V)) * Vᴴ) := by rw [hWV]; simp only [Matrix.mul_assoc]
        _ = V * Vᴴ := by rw [hK, Matrix.one_mul]
    have h2 : X * Wᴴ = 0 := by rw [hX, Matrix.sub_mul, h1, hWV, sub_self]
    have h3 : Xᴴ = Wᴴ - Wᴴ * (V * Kᴴ * Vᴴ) := by
      rw [hX]
      simp only [conjTranspose_sub, conjTranspose_mul, conjTranspose_conjTranspose,
        Matrix.mul_assoc]
    have h4 : X * Xᴴ = 0 := by
      rw [h3, Matrix.mul_sub, ← Matrix.mul_assoc X Wᴴ, h2, Matrix.zero_mul, sub_zero]
    have h5 : X = 0 := Matrix.self_mul_conjTranspose_eq_zero.mp h4
    exact sub_eq_zero.mp (hX.symm.trans h5)
  · rintro Y ⟨_, hY⟩
    rw [hY, ← Matrix.mul_assoc Vᴴ V Y, ← Matrix.mul_assoc K, hK, Matrix.one_mul]

end

end MinimalMultiOrbitalBath
```

```lean
#print axioms MinimalMultiOrbitalBath.rank_isLeast_bath_size
-- 'MinimalMultiOrbitalBath.rank_isLeast_bath_size' depends on axioms: [propext, Classical.choice, Quot.sound]
#print axioms MinimalMultiOrbitalBath.pole_representable_iff
-- 'MinimalMultiOrbitalBath.pole_representable_iff' depends on axioms: [propext, Classical.choice, Quot.sound]
#print axioms MinimalMultiOrbitalBath.exists_coupling_iff
-- 'MinimalMultiOrbitalBath.exists_coupling_iff' depends on axioms: [propext, Classical.choice, Quot.sound]
#print axioms MinimalMultiOrbitalBath.minimal_bath_unique
-- 'MinimalMultiOrbitalBath.minimal_bath_unique' depends on axioms: [propext, Classical.choice, Quot.sound]
```

## How the theorems read

`Fin n` and `Fin m` index the impurity and bath orbitals, `ε : ℝ` is the common bath energy, and `hR : R.PosSemidef` is the condition on the residue, which includes Hermiticity.

- `exists_coupling_iff_rank_le` is the rank criterion. `rank_isLeast_bath_size` restates it: `R.rank` belongs to the set of sufficient bath sizes and is its least element.
- `pole_representable_iff` is the criterion for the hybridisation function itself, with `(z - ε) • hybridisation ε V z = R` required at every `z ≠ ε`. At z = ε the left side is zero, so including that point would force R = 0.
- `exists_coupling_iff` takes an arbitrary square R and makes positive semidefiniteness part of the conclusion.
- `minimal_bath_unique` takes two n×m couplings V and W with `V * Vᴴ = R`, `W * Wᴴ = R` and `R.rank = m`, and states that exactly one unitary U satisfies `W = V * U`.

## How the proofs follow the algebra

`residue_of_hybridisation` inverts the scalar matrix, and `rank_residue_le` gives the rank bound. `residue_spectral` writes the spectral theorem in matrix elements.

In the converse, the embedding `e` assigns bath orbitals to nonzero eigenvalues, and `Function.extend` fills the unused columns with zeros. `Fintype.sum_of_injective` is used twice, to drop the zero eigenvalues and to drop the uncoupled orbitals. The fact `hs` is √λ_i √λ_i = λ_i, where positivity enters.

For the pole criterion, evaluating at z = ε + 1 is enough to recover V Vᴴ = R. In the uniqueness proof, full rank makes G surjective and hence invertible; `hK` and `hK'` are K G = 1 and G Kᴴ = 1, and `h1` to `h5` are the steps leading to X = 0.

## Scope: one pole, exact equality

The theorems concern a single pole, a finite bath whose orbitals all sit at ε, and exact complex arithmetic. They do not treat fits that spread one pole over several energies, the choice of pole positions, or the tolerance that defines a numerical rank. The advice above on truncation rests on ordinary linear algebra and is not part of the formal development.
